# The Scharfetter–Gummel flux is exact for constant field and flux, and nonincreasing fluxes keep a chain with nonnegative ends nonnegative

In a nondegenerate semiconductor at uniform temperature, take a single mesh cell of width $h$, made of one material, that carries no electron current. The electrostatic potential rises linearly across it by $d$, measured in units of the thermal voltage $k_BT/q$. Diffusion and drift of electrons then balance, $n' = (d/h)\,n$, and the density at the right end is $e^{d}$ times the density at the left end. That factor is positive for every $d$.

Replace the derivative by a difference quotient and $n$ by the mean of its end values. With end densities $a$ and $b$ the balance becomes $b-a = d\,(a+b)/2$, so
$$b = \frac{2+d}{2-d}\,a .$$
For $d=3$ the factor is $-5$, where the exact one is $e^3\approx 20.1$. A positive density has acquired a negative neighbour. The Scharfetter–Gummel flux avoids this because it comes from solving the cell equation exactly.

## The flux through one cell

With current, the cell equation is
$$n' - \frac dh\, n = J \quad\text{on } [0,h].$$
Here $J$ is the electron current density divided by $qD$, with $D$ the diffusion coefficient and the Einstein relation assumed. In steady state, with $D$ uniform in the cell, taking $J$ constant means that there is no net generation inside it. Define $B(x)=x/(e^x-1)$ for $x\neq0$ and $B(0)=1$. The claim is
$$Jh = B(d)\,n(h) - B(-d)\,n(0).$$

If $d=0$, then $n'=J$, so $n(h)-n(0)=Jh$, which is the claim because $B(0)=1$.

If $d\ne0$, put $K=Jh/d$, so that $J=K\,d/h$. The equation becomes $(n+K)'=(d/h)(n+K)$, and therefore $(n+K)e^{-dx/h}$ is constant. Comparing the two ends gives
$$n(h)+K=e^d\,(n(0)+K),\qquad K=\frac{n(h)-e^d n(0)}{e^d-1}.$$
Hence $Jh=dK=B(d)\,n(h)-e^dB(d)\,n(0)$. Finally,
$$B(-d)=\frac{-d}{e^{-d}-1}=\frac{d\,e^d}{e^d-1}=e^dB(d).$$

Conversely, let end densities $a$ and $b$ be given. For $d\neq0$ take $K=(b-e^da)/(e^d-1)$ and $n(x)=(a+K)e^{dx/h}-K$. Then $n(0)=a$, $n(h)=e^da+K(e^d-1)=b$, and $n'=(d/h)(n+K)$, so the flux is $Kd/h$, as above. For $d=0$ the straight line from $a$ to $b$ does the same.

## Signs along a chain

$B$ is positive everywhere, since $x$ and $e^x-1$ have the same sign. Number the nodes $0,\dots,N$ and let cell $i$, with width $h_i>0$ and potential rise $d_i$, join nodes $i$ and $i+1$. Its flux is
$$J_i=\frac{B(d_i)\,n_{i+1}-B(-d_i)\,n_i}{h_i}.$$
Suppose that $J_{i+1}\le J_i$ throughout and that $n_0,n_N\ge0$. In steady state with uniform $D$, the condition on the fluxes says that generation is at least as large as recombination at every interior node.

Suppose some $n_k<0$. To the left of $k$ there is a cell $i$ with $n_i\ge0$ and $n_{i+1}<0$, so $J_i<0$. From $k$ onwards there is a cell $j$ with $n_j<0$ and $n_{j+1}\ge0$, so $J_j>0$. Since $i<j$, this contradicts $J_j\le J_i$.

If $n_0>0$, the interior densities are even strictly positive. Suppose $n_k\le0$ with $k<N$. Some cell $i<k$ has $n_i>0$ and $n_{i+1}\le0$, so $J_i<0$. Moving right from $k$ until the density becomes positive or the chain ends, we find a cell $j\ge k$ with $n_j\le0$ and $n_{j+1}\ge0$, so $J_j\ge0$. This is again a contradiction.

## Two cells with numbers, and the matrix row in a code

Take two cells of equal width with $d=3$ in each, and end densities $1$ and $25$. Central differences with zero flux give the densities $1,-5,25$. Equal Scharfetter–Gummel fluxes in the two cells require
$$n_1=\frac{25\,B(3)+B(-3)}{B(3)+B(-3)}=\frac{25+e^3}{1+e^3}\approx2.14 .$$
With $B(3)\approx0.157$ and $B(-3)\approx3.157$, both cells have $Jh\approx-2.82$.

In a one-dimensional device code that uses this flux, with Boltzmann statistics and uniform $D$, the continuity equation at node $i$ contains $J_i-J_{i-1}$. For a given potential this is a tridiagonal row: $B(d_i)/h_i$ multiplies $n_{i+1}$, $B(-d_{i-1})/h_{i-1}$ multiplies $n_{i-1}$, and the diagonal entry is $-B(-d_i)/h_i-B(d_{i-1})/h_{i-1}$. Near $x=0$ the subtraction in $e^x-1$ loses digits, so $B$ is better evaluated with an `expm1` routine or the series $1-x/2+x^2/12$.

## Definitions in Lean

```lean
import Mathlib

open Set

namespace ScharfetterGummel

noncomputable section
```

The function $B$ is defined by cases, so its value at zero is the limit $1$ and not whatever the quotient would return there.

```lean
/-- The Bernoulli function `B(x) = x / (exp x - 1)`, with `B(0) = 1`. -/
def bern (x : ℝ) : ℝ := if x = 0 then 1 else x / (Real.exp x - 1)
```

The cell equation is a predicate on a function `n : ℝ → ℝ`. `HasDerivWithinAt` on `Icc 0 h` means the ordinary derivative inside the cell and one-sided derivatives at its ends. The constant field enters as the single number `d / h`. Here `d` is the potential rise from left to right, in units of the thermal voltage.

```lean
/-- The density `n` obeys `n' - (d/h) n = J` on the cell `[0, h]`, for `h > 0`, with one-sided
derivatives at the ends. -/
def IsCellProfile (h d J : ℝ) (n : ℝ → ℝ) : Prop :=
  ∀ x ∈ Icc 0 h, HasDerivWithinAt n (J + d / h * n x) (Icc 0 h) x
```

The two discrete fluxes take the width, the potential difference, and the left and right densities, in that order.

```lean
/-- The Scharfetter-Gummel flux through a cell of width `h ≠ 0` with end densities `a`, `b`. -/
def sgFlux (h d a b : ℝ) : ℝ := (bern d * b - bern (-d) * a) / h

/-- The central-difference flux through a cell of width `h ≠ 0` with end densities `a`, `b`. -/
def centralFlux (h d a b : ℝ) : ℝ := (b - a) / h - d / h * ((a + b) / 2)
```

## The exact flux and its converse

Positivity of `bern` is proved by splitting into $x=0$, $x<0$ and $x>0$.

```lean
/-- The Bernoulli function is positive. -/
theorem bern_pos (x : ℝ) : 0 < bern x := by
  unfold bern
  split_ifs with hx
  · exact one_pos
  · rcases lt_or_gt_of_ne hx with h | h
    · exact div_pos_of_neg_of_neg h (sub_neg.2 (Real.exp_lt_one_iff.2 h))
    · exact div_pos h (sub_pos.2 (Real.one_lt_exp_iff.2 h))
```

The next lemma contains the identity $B(-d)=e^dB(d)$, as `h2`, and puts the flux over the single denominator $e^d-1$.

```lean
/-- For a nonzero potential rise `d` the flux is `(d/h) (b - exp(d) a) / (exp(d) - 1)`. -/
theorem sgFlux_of_ne {d : ℝ} (hd : d ≠ 0) (h a b : ℝ) :
    sgFlux h d a b = d / h * (b - Real.exp d * a) / (Real.exp d - 1) := by
  have h1 : Real.exp d - 1 ≠ 0 := sub_ne_zero.2 (by rwa [Ne, Real.exp_eq_one_iff])
  have h3 : Real.exp (-d) - 1 ≠ 0 :=
    sub_ne_zero.2 (by rw [Ne, Real.exp_eq_one_iff]; exact neg_ne_zero.2 hd)
  have p : Real.exp d * Real.exp (-d) = 1 := by rw [← Real.exp_add, add_neg_cancel, Real.exp_zero]
  have h2 : -d / (Real.exp (-d) - 1) = Real.exp d * d / (Real.exp d - 1) := by
    rw [div_eq_div_iff h3 h1]
    linear_combination (-d) * p
  unfold sgFlux bern
  rw [if_neg hd, if_neg (neg_ne_zero.2 hd), h2]
  ring
```

Comparing the ends of a cell needs the fact that a function with zero derivative is constant. It follows from the mean value inequality with bound `C := 0`.

```lean
/-- A quantity with zero derivative throughout a cell has equal values at the two ends. -/
theorem ends_eq {g : ℝ → ℝ} {h : ℝ} (hh : 0 < h)
    (hg : ∀ x ∈ Icc 0 h, HasDerivWithinAt g 0 (Icc 0 h) x) : g h = g 0 := by
  have key := Convex.norm_image_sub_le_of_norm_hasDerivWithin_le (f' := fun _ => (0 : ℝ))
    (C := 0) hg (by simp) (convex_Icc 0 h) (left_mem_Icc.2 hh.le) (right_mem_Icc.2 hh.le)
  rw [zero_mul] at key
  exact sub_eq_zero.1 (norm_le_zero_iff.1 key)
```

`flux_eq_sgFlux` says that, for positive width, any profile satisfying the cell equation with constant `J` has `J` equal to the Scharfetter–Gummel flux of its end values. The proof follows the derivation above. `ends_eq` is applied to $n-Jx$ when $d=0$ and to $(n+K)e^{-dx/h}$ otherwise; `q` is the relation between the ends, and `linear_combination` does the remaining algebra.

```lean
/-- The constant flux of a drift-diffusion profile in a cell is the Scharfetter-Gummel
flux of its end densities. -/
theorem flux_eq_sgFlux {h d J : ℝ} {n : ℝ → ℝ} (hh : 0 < h) (hn : IsCellProfile h d J n) :
    J = sgFlux h d (n 0) (n h) := by
  have hne := hh.ne'
  by_cases hd : d = 0
  · -- pure diffusion: `n - J x` is constant
    subst hd
    have g : n h - J * h = n 0 - J * 0 := ends_eq (g := fun y => n y - J * y) hh (by
      intro x hx
      have k := (hn x hx).fun_sub ((hasDerivAt_id' x).const_mul J).hasDerivWithinAt
      exact k.congr_deriv (by simp))
    have s : sgFlux h 0 (n 0) (n h) = (n h - n 0) / h := by simp [sgFlux, bern]
    rw [s, eq_div_iff hne]
    linear_combination -g
  · -- with drift: `(n + K) exp(-d x / h)` is constant
    obtain ⟨K, hK⟩ : ∃ K, K * (d / h) = J := ⟨J * h / d, by field_simp⟩
    have g : (n h + K) * Real.exp (-(d / h) * h) = (n 0 + K) * Real.exp (-(d / h) * 0) :=
      ends_eq (g := fun y => (n y + K) * Real.exp (-(d / h) * y)) hh (by
        intro x hx
        have e0 : HasDerivAt (fun y : ℝ => -(d / h) * y) (-(d / h)) x :=
          ((hasDerivAt_id' x).const_mul (-(d / h))).congr_deriv (mul_one _)
        have k := ((hn x hx).add_const K).fun_mul e0.exp.hasDerivWithinAt
        exact k.congr_deriv (by linear_combination (-Real.exp (-(d / h) * x)) * hK))
    have e1 : -(d / h) * h = -d := by field_simp
    rw [e1, mul_zero, Real.exp_zero, mul_one] at g
    have p : Real.exp d * Real.exp (-d) = 1 := by
      rw [← Real.exp_add, add_neg_cancel, Real.exp_zero]
    have q : n h + K = (n 0 + K) * Real.exp d := by
      linear_combination Real.exp d * g - (n h + K) * p
    have h1 : Real.exp d - 1 ≠ 0 := sub_ne_zero.2 (by rwa [Ne, Real.exp_eq_one_iff])
    rw [sgFlux_of_ne hd, eq_div_iff h1]
    linear_combination (-(d / h)) * q - (Real.exp d - 1) * hK
```

`exists_profile` is the converse: for every `d`, `a` and `b` there is a profile with these end values and this flux. The proof supplies the line or the exponential and checks its derivative. The densities `a` and `b` may have any sign.

```lean
/-- Any two end densities are joined by a drift-diffusion profile whose constant flux is the
Scharfetter-Gummel flux. -/
theorem exists_profile {h : ℝ} (hh : 0 < h) (d a b : ℝ) :
    ∃ n : ℝ → ℝ, IsCellProfile h d (sgFlux h d a b) n ∧ n 0 = a ∧ n h = b := by
  have hne := hh.ne'
  by_cases hd : d = 0
  · subst hd
    have s : sgFlux h 0 a b = (b - a) / h := by simp [sgFlux, bern]
    rw [s]
    refine ⟨fun x => a + (b - a) / h * x, fun x _ => ?_, by simp, ?_⟩
    · have k := ((hasDerivAt_id' x).const_mul ((b - a) / h)).const_add a
      exact (k.congr_deriv (by simp)).hasDerivWithinAt
    · change a + (b - a) / h * h = b
      rw [div_mul_cancel₀ _ hne]
      ring
  · have h1 : Real.exp d - 1 ≠ 0 := sub_ne_zero.2 (by rwa [Ne, Real.exp_eq_one_iff])
    obtain ⟨K, hK⟩ : ∃ K, K * (Real.exp d - 1) = b - Real.exp d * a :=
      ⟨_, div_mul_cancel₀ _ h1⟩
    have hJ : sgFlux h d a b = K * (d / h) := by
      rw [sgFlux_of_ne hd, div_eq_iff h1]
      linear_combination (-(d / h)) * hK
    rw [hJ]
    refine ⟨fun x => (a + K) * Real.exp (d / h * x) - K, fun x _ => ?_, by simp, ?_⟩
    · have e0 : HasDerivAt (fun y : ℝ => d / h * y) (d / h) x :=
        ((hasDerivAt_id' x).const_mul (d / h)).congr_deriv (mul_one _)
      have k := (e0.exp.const_mul (a + K)).sub_const K
      exact (k.congr_deriv (by ring)).hasDerivWithinAt
    · change (a + K) * Real.exp (d / h * h) - K = b
      rw [div_mul_cancel₀ _ hne]
      linear_combination hK
```

## Nonnegative densities on the chain

The search for a cell where a sign changes is a discrete intermediate value statement, proved by induction on the later node.

```lean
/-- A property that holds at node `a` and fails at a later node `b` is lost across some cell
between them. -/
theorem exists_crossing (P : ℕ → Prop) {a b : ℕ} (hab : a ≤ b) (ha : P a) (hb : ¬ P b) :
    ∃ i, a ≤ i ∧ i < b ∧ P i ∧ ¬ P (i + 1) := by
  induction b, hab using Nat.le_induction with
  | base => exact absurd ha hb
  | succ m hm ih =>
    by_cases hP : P m
    · exact ⟨m, hm, Nat.lt_succ_self m, hP, hb⟩
    · obtain ⟨i, h1, h2, h3⟩ := ih hP
      exact ⟨i, h1, Nat.lt_succ_of_lt h2, h3⟩
```

In `density_nonneg` the widths, potential differences and densities are sequences indexed by `ℕ`, of which only the entries belonging to the `N` cells matter. The hypothesis `hJ` compares neighbouring fluxes, and `mono` extends the comparison to any two cells. Each half of the proof then calls `exists_crossing` twice, and `f1` and `f2` are the signs of the two fluxes. In the strict half the second search uses the property `n i ≤ 0 ∧ i < N`, which fails at node `N` in any case; this covers a chain that ends before the density becomes positive.

The theorem takes the potential differences and densities as given. It does not solve the Poisson equation or establish that a discrete solution exists, and its model is one-dimensional, with nondegenerate carriers and, in the reading of `hJ` given above, a uniform diffusion coefficient.

```lean
/-- On a chain of `N` cells with any positive widths and any potential differences, nonincreasing
Scharfetter-Gummel fluxes and nonnegative end densities make all densities nonnegative; if the left
end density is positive, all interior densities are positive. -/
theorem density_nonneg {N : ℕ} {h d n : ℕ → ℝ} (hh : ∀ i < N, 0 < h i)
    (hJ : ∀ i, i + 1 < N → sgFlux (h (i + 1)) (d (i + 1)) (n (i + 1)) (n (i + 2))
      ≤ sgFlux (h i) (d i) (n i) (n (i + 1)))
    (h0 : 0 ≤ n 0) (hN : 0 ≤ n N) :
    (∀ i ≤ N, 0 ≤ n i) ∧ (0 < n 0 → ∀ i < N, 0 < n i) := by
  have mono : ∀ i j, i ≤ j → j < N → sgFlux (h j) (d j) (n j) (n (j + 1))
      ≤ sgFlux (h i) (d i) (n i) (n (i + 1)) := by
    intro i j hij
    induction j, hij using Nat.le_induction with
    | base => exact fun _ => le_rfl
    | succ m hm ih => exact fun hlt => (hJ m hlt).trans (ih (by omega))
  constructor
  · intro k hk
    by_contra hneg
    -- the flux is negative where the sign is lost and positive where it is regained
    obtain ⟨i, -, hik, hi, hi'⟩ := exists_crossing (fun i => 0 ≤ n i) (Nat.zero_le k) h0 hneg
    obtain ⟨j, hkj, hjN, hj, hj'⟩ := exists_crossing (fun i => n i < 0) hk
      (not_le.1 hneg) (not_lt.2 hN)
    have f1 : sgFlux (h i) (d i) (n i) (n (i + 1)) < 0 :=
      div_neg_of_neg_of_pos (by
        linarith [mul_neg_of_pos_of_neg (bern_pos (d i)) (not_le.1 hi'),
          mul_nonneg (bern_pos (-d i)).le hi]) (hh i (by omega))
    have f2 : 0 < sgFlux (h j) (d j) (n j) (n (j + 1)) :=
      div_pos (by
        linarith [mul_neg_of_pos_of_neg (bern_pos (-d j)) hj,
          mul_nonneg (bern_pos (d j)).le (not_lt.1 hj')]) (hh j hjN)
    linarith [mono i j (by omega) hjN]
  · intro hpos k hk
    by_contra hneg
    obtain ⟨i, -, hik, hi, hi'⟩ := exists_crossing (fun i => 0 < n i) (Nat.zero_le k) hpos hneg
    obtain ⟨j, hkj, hjN, hj, hj'⟩ := exists_crossing (fun i => n i ≤ 0 ∧ i < N) hk.le
      ⟨not_lt.1 hneg, hk⟩ (fun hc => lt_irrefl N hc.2)
    have hnext : 0 ≤ n (j + 1) := by
      by_cases hlt : j + 1 < N
      · exact (not_le.1 (fun hc => hj' ⟨hc, hlt⟩)).le
      · have hje : j + 1 = N := by omega
        rwa [hje]
    have f1 : sgFlux (h i) (d i) (n i) (n (i + 1)) < 0 :=
      div_neg_of_neg_of_pos (by
        linarith [mul_nonneg (bern_pos (d i)).le (neg_nonneg.2 (not_lt.1 hi')),
          mul_pos (bern_pos (-d i)) hi]) (hh i (by omega))
    have f2 : 0 ≤ sgFlux (h j) (d j) (n j) (n (j + 1)) :=
      div_nonneg (by
        linarith [mul_nonneg (bern_pos (-d j)).le (neg_nonneg.2 hj.1),
          mul_nonneg (bern_pos (d j)).le hnext]) (hh j hjN).le
    linarith [mono i j (by omega) hjN]
```

## Where central differences fail

Over a common denominator the central flux is $\big((2-d)b-(2+d)a\big)/(2h)$, which is the equation `e` in the proof. For $d\ne2$ it vanishes exactly at the ratio found in the opening example.

```lean
/-- For `d ≠ 2` the central-difference flux vanishes exactly when the right density is
`(2 + d)/(2 - d)` times the left one. -/
theorem centralFlux_eq_zero_iff {h d : ℝ} (hh : h ≠ 0) (hd : d ≠ 2) (a b : ℝ) :
    centralFlux h d a b = 0 ↔ b = (2 + d) / (2 - d) * a := by
  have e : centralFlux h d a b = ((2 - d) * b - (2 + d) * a) / (2 * h) := by
    unfold centralFlux
    field_simp
    ring
  have h2 : 2 - d ≠ 0 := sub_ne_zero.2 hd.symm
  have h3 : 2 * h ≠ 0 := mul_ne_zero two_ne_zero hh
  rw [e, div_eq_zero_iff, or_iff_left h3, sub_eq_zero, div_mul_eq_mul_div, eq_div_iff h2,
    mul_comm b]
```

The last theorem takes two cells with the same `h` and `d`, zero central flux in both, and $|d|>2$. From a positive left density `a` it derives a negative middle density `m` and a positive right density `b`. Such densities exist for every `a`: apply the ratio twice. Zero fluxes are nonincreasing and both ends are positive, so the conclusion of `density_nonneg` fails when `centralFlux` replaces `sgFlux`. In a simulation, the bound $|d|\le2$ limits the potential difference per cell to two thermal voltages if this zero-flux sign change is to be avoided.

```lean
/-- For `|d| > 2` the central-difference zero-flux ratio is negative, and a chain of two equal cells
with zero fluxes and positive left density has a negative middle and a positive right density. -/
theorem central_loses_positivity {h d a m b : ℝ} (hh : h ≠ 0) (hd : 2 < |d|) (ha : 0 < a)
    (h1 : centralFlux h d a m = 0) (h2 : centralFlux h d m b = 0) :
    (2 + d) / (2 - d) < 0 ∧ m < 0 ∧ 0 < b := by
  have hd2 : d ≠ 2 := by
    rintro rfl
    norm_num at hd
  have hr : (2 + d) / (2 - d) < 0 := by
    rcases lt_abs.1 hd with hp | hp
    · exact div_neg_of_pos_of_neg (by linarith) (by linarith)
    · exact div_neg_of_neg_of_pos (by linarith) (by linarith)
  have hm : m < 0 := by
    rw [(centralFlux_eq_zero_iff hh hd2 a m).1 h1]
    exact mul_neg_of_neg_of_pos hr ha
  refine ⟨hr, hm, ?_⟩
  rw [(centralFlux_eq_zero_iff hh hd2 m b).1 h2]
  exact mul_pos_of_neg_of_neg hr hm

end

end ScharfetterGummel
```

```lean
#print axioms ScharfetterGummel.flux_eq_sgFlux
#print axioms ScharfetterGummel.exists_profile
#print axioms ScharfetterGummel.density_nonneg
#print axioms ScharfetterGummel.central_loses_positivity
```

```
'ScharfetterGummel.flux_eq_sgFlux' depends on axioms: [propext, Classical.choice, Quot.sound]
'ScharfetterGummel.exists_profile' depends on axioms: [propext, Classical.choice, Quot.sound]
'ScharfetterGummel.density_nonneg' depends on axioms: [propext, Classical.choice, Quot.sound]
'ScharfetterGummel.central_loses_positivity' depends on axioms: [propext, Classical.choice, Quot.sound]
```
